# Homogeneous polynomial perturbations of odd degree can be cancelled at first order for an equal-frequency classical oscillator

Take one mode with complex coordinates z and w, and let D = z ∂/∂z − w ∂/∂w. Then

D z = z

D w = −w

D(zw) = 0

The equation D G = αz + βw has the linear solution G = αz − βw, and no other linear one. The equation D G = zw has no polynomial solution, because D multiplies the coefficient of zw by zero. An odd number of factors can't be split equally between z and w, so this zero never occurs in odd degree.

## The equation for several modes

For modes j with position q_j and momentum p_j, in units where each mode has energy ω(q_j² + p_j²)/2, set

z_j = (q_j + i p_j)/√2, w_j = (q_j − i p_j)/√2

D = ∑_j (z_j ∂/∂z_j − w_j ∂/∂w_j)

H₀ = ω ∑_j z_j w_j

The canonical bracket {q_j, p_j} = 1 becomes {z_j, w_j} = −i. If ω ≠ 0 and F is a homogeneous polynomial of odd degree d, exactly one homogeneous G of degree d satisfies

F + {H₀, G} = 0

This is the first-order condition in a Lie transform. For a small parameter ε, the time-one flow generated by εG turns H₀ + εF into H₀ + ε(F + {H₀, G}) + O(ε²).

## Dividing coefficients in a normal-form code

A classical normal form, which can serve as a starting point for semiclassical vibrational levels, can be computed degree by degree. For modes of equal frequency ω ≠ 0, a code can solve the equation above at each odd degree. Here F is the term of that degree as the earlier steps have left it, including what they added. With F written in the variables z_j and w_j and stored as a table of coefficients, solving the equation takes one division per entry. For a monomial with total z-degree A and total w-degree B, let e = A − B; then, in odd degree,

(coefficient in G) = i · (coefficient in F) / (ω e)

For the Hénon–Heiles term g(q₀² q₁ − q₁³/3), three of the entries are:

- z₀² z₁ has coefficient g/(2√2) and e = 3, so G receives i g/(6√2 ω).
- z₀ w₀ z₁ has coefficient g/√2 and e = 1, so G receives i g/(√2 ω).
- z₁² w₁ has coefficient −g/(2√2) and e = 1, so G receives −i g/(2√2 ω).

In degree three, e can only be ±1 or ±3. In even degree, the same division removes the monomials with e ≠ 0, while those with e = 0 stay in the normal form.

## Why the divisor is never zero in odd degree

The operator z_j ∂/∂z_j multiplies a monomial by its exponent of z_j, and likewise for w_j. Summing over the modes, D multiplies the monomial by e = A − B, its excess. Comparing coefficients, D G = F means

e · (coefficient in G) = (coefficient in F)

for every monomial. If F contains a monomial with e = 0, there is no solution. If it contains none, dividing by e gives one, of the same degree as F.

In degree d we have A + B = d, so e = d − 2B. This is odd when d is odd, hence nonzero. Every coefficient of G is then fixed, which gives existence and uniqueness.

For the bracket, ∂H₀/∂z_j = ω w_j and ∂H₀/∂w_j = ω z_j, so

{H₀, G} = −i ∑_j (ω w_j ∂G/∂w_j − ω z_j ∂G/∂z_j) = iω D G

The condition F + {H₀, G} = 0 is therefore D G = −F/(iω), which is again an equation with a homogeneous right-hand side of degree d.

The Lean proof follows the same route:

- `coeff_euler_term` proves the rule for a single variable, first on monomials and then on sums. `coeff_D` adds up the modes.
- `excess_ne_zero_of_odd` is the parity argument, which `omega` finishes. `sum_exponents` links homogeneity to the exponents.
- `solvable_iff` builds G by dividing coefficients over the support of F. `existsUnique_of_odd` adds uniqueness by cancelling the nonzero excess.
- `poisson_oscillator` computes the two derivatives of H₀ and derives the bracket identity.
- `odd_term_removable` rescales F by −1/(iω) and applies the previous result; `linear_combination` does the algebra.
- `henonHeiles_removable` checks that the cubic term is homogeneous of degree three.

```lean
import Mathlib

open MvPolynomial
open Sum (inl inr)

namespace EqualFrequencyNormalForm

noncomputable section

variable {n : Type*}

/-- The operator `z ∂/∂z` of a single variable multiplies the coefficient of each monomial
by the exponent of that variable. -/
theorem coeff_euler_term (i : n ⊕ n) (F : MvPolynomial (n ⊕ n) ℂ) (m : n ⊕ n →₀ ℕ) :
    coeff m (X i * pderiv i F) = (m i : ℂ) * coeff m F := by
  classical
  induction F using MvPolynomial.induction_on'
  · rename_i s a
    rw [X_mul_pderiv_monomial, coeff_smul, coeff_monomial]
    split_ifs with h
    · subst h
      rw [nsmul_eq_mul]
    · rw [smul_zero, mul_zero]
  · rename_i p q hp hq
    rw [map_add, mul_add, coeff_add, coeff_add, hp, hq, mul_add]

variable [Fintype n]

/-- The operator `D = ∑ j, (z_j ∂/∂z_j - w_j ∂/∂w_j)`; the variables `z_j` and `w_j` are
`X (inl j)` and `X (inr j)`. -/
def D (F : MvPolynomial (n ⊕ n) ℂ) : MvPolynomial (n ⊕ n) ℂ :=
  ∑ j, (X (inl j) * pderiv (inl j) F - X (inr j) * pderiv (inr j) F)

/-- The excess of a monomial: its total degree in the `z_j` minus its total degree in
the `w_j`. -/
def excess (m : n ⊕ n →₀ ℕ) : ℤ :=
  ∑ j, (m (inl j) : ℤ) - ∑ j, (m (inr j) : ℤ)

/-- `D` is diagonal on monomials: it multiplies each coefficient by the excess. -/
theorem coeff_D (F : MvPolynomial (n ⊕ n) ℂ) (m : n ⊕ n →₀ ℕ) :
    coeff m (D F) = (excess m : ℂ) * coeff m F := by
  unfold D
  simp only [coeff_sum, coeff_sub, coeff_euler_term]
  simp only [excess, Int.cast_sub, Int.cast_sum, Int.cast_natCast, sub_mul,
    Finset.sum_mul, Finset.sum_sub_distrib]

/-- A monomial of odd total degree has nonzero excess. -/
theorem excess_ne_zero_of_odd (m : n ⊕ n →₀ ℕ) (hm : Odd (∑ i, m i)) :
    excess m ≠ 0 := by
  rw [Fintype.sum_sum_type] at hm
  have h : excess m = ((∑ j, m (inl j) : ℕ) : ℤ) - ((∑ j, m (inr j) : ℕ) : ℤ) := by
    simp only [excess, Nat.cast_sum]
  rw [h]
  generalize (∑ j, m (inl j)) = a at *
  generalize (∑ j, m (inr j)) = b at *
  obtain ⟨k, hk⟩ := hm
  omega

/-- Every monomial present in a homogeneous polynomial of degree `d` has exponents that
add up to `d`. -/
theorem sum_exponents {F : MvPolynomial (n ⊕ n) ℂ} {d : ℕ} (hF : F.IsHomogeneous d)
    {m : n ⊕ n →₀ ℕ} (hm : coeff m F ≠ 0) : ∑ i, m i = d := by
  have h := hF hm
  rw [Finsupp.weight_apply, Finsupp.sum_fintype] at h
  · simpa using h
  · simp

/-- Solvability criterion: for homogeneous `F` of degree `d`, the equation `D G = F` has a
homogeneous solution of degree `d` exactly when `F` contains no monomial of zero excess. -/
theorem solvable_iff {F : MvPolynomial (n ⊕ n) ℂ} {d : ℕ} (hF : F.IsHomogeneous d) :
    (∃ G : MvPolynomial (n ⊕ n) ℂ, G.IsHomogeneous d ∧ D G = F) ↔
      ∀ m, excess m = 0 → coeff m F = 0 := by
  classical
  constructor
  · rintro ⟨G, -, rfl⟩ m hm
    rw [coeff_D, hm, Int.cast_zero, zero_mul]
  · intro h
    -- divide every coefficient of `F` by the excess of its monomial
    let G : MvPolynomial (n ⊕ n) ℂ :=
      ∑ m ∈ F.support, monomial m (coeff m F / (excess m : ℂ))
    have hG : ∀ m, coeff m G = coeff m F / (excess m : ℂ) := by
      intro m
      simp only [G, coeff_sum, coeff_monomial, Finset.sum_ite_eq']
      split_ifs with hm
      · rfl
      · rw [notMem_support_iff.mp hm, zero_div]
    refine ⟨G, ?_, ?_⟩
    · intro m hm
      apply hF
      intro h0
      exact hm (by rw [hG, h0, zero_div])
    · ext m
      rw [coeff_D, hG]
      by_cases hm : excess m = 0
      · rw [h m hm, zero_div, mul_zero]
      · exact mul_div_cancel₀ _ (Int.cast_ne_zero.mpr hm)

/-- For every homogeneous `F` of odd degree `d` there is exactly one homogeneous `G` of
degree `d` with `D G = F`. -/
theorem existsUnique_of_odd {F : MvPolynomial (n ⊕ n) ℂ} {d : ℕ} (hd : Odd d)
    (hF : F.IsHomogeneous d) :
    ∃! G : MvPolynomial (n ⊕ n) ℂ, G.IsHomogeneous d ∧ D G = F := by
  have key : ∀ P : MvPolynomial (n ⊕ n) ℂ, P.IsHomogeneous d →
      ∀ m, excess m = 0 → coeff m P = 0 := by
    intro P hP m hm
    by_contra h
    exact excess_ne_zero_of_odd m (by rw [sum_exponents hP h]; exact hd) hm
  obtain ⟨G, hG, hDG⟩ := (solvable_iff hF).mpr (key F hF)
  refine ⟨G, ⟨hG, hDG⟩, ?_⟩
  rintro G' ⟨hG', hDG'⟩
  ext m
  by_cases hm : excess m = 0
  · rw [key G' hG' m hm, key G hG m hm]
  · -- a nonzero excess can be cancelled
    have h : (excess m : ℂ) * coeff m G' = (excess m : ℂ) * coeff m G := by
      rw [← coeff_D, ← coeff_D, hDG, hDG']
    exact mul_left_cancel₀ (Int.cast_ne_zero.mpr hm) h

/-- In every even degree `2k` the term `(z_j w_j)^k` is homogeneous and is not of the
form `D G`. -/
theorem even_degree_obstruction (j : n) (k : ℕ) :
    ((X (inl j) * X (inr j) : MvPolynomial (n ⊕ n) ℂ) ^ k).IsHomogeneous (2 * k) ∧
      ∀ G : MvPolynomial (n ⊕ n) ℂ, D G ≠ (X (inl j) * X (inr j)) ^ k := by
  classical
  refine ⟨((isHomogeneous_X _ _).mul (isHomogeneous_X _ _)).pow k, fun G hG => ?_⟩
  have h := coeff_D G (Finsupp.single (inl j) k + Finsupp.single (inr j) k)
  have he : excess (Finsupp.single (inl j) k + Finsupp.single (inr j) k) = 0 := by
    simp [excess, Finsupp.single_apply]
  rw [hG, he, mul_pow, X_pow_eq_monomial, X_pow_eq_monomial, monomial_mul,
    coeff_monomial, if_pos rfl] at h
  simp at h

/-- The Poisson bracket in the coordinates `z = (q + ip)/√2`, `w = (q - ip)/√2`, for which
`{z_j, w_j} = -i`. -/
def poisson (F G : MvPolynomial (n ⊕ n) ℂ) : MvPolynomial (n ⊕ n) ℂ :=
  C (-Complex.I) * ∑ j, (pderiv (inl j) F * pderiv (inr j) G
    - pderiv (inr j) F * pderiv (inl j) G)

/-- The oscillator with the same frequency `ω` in all modes, `H₀ = ω ∑ j, z_j w_j`. -/
def oscillator (n : Type*) [Fintype n] (ω : ℝ) : MvPolynomial (n ⊕ n) ℂ :=
  C (ω : ℂ) * ∑ j, X (inl j) * X (inr j)

/-- The bracket with the equal-frequency oscillator is `{H₀, G} = iω D G`. -/
theorem poisson_oscillator (ω : ℝ) (G : MvPolynomial (n ⊕ n) ℂ) :
    poisson (oscillator n ω) G = C (Complex.I * ω) * D G := by
  classical
  have hz : ∀ k : n, pderiv (inl k) (oscillator n ω) = C (ω : ℂ) * X (inr k) := by
    intro k
    simp [oscillator, pderiv_X, Pi.single_apply]
  have hw : ∀ k : n, pderiv (inr k) (oscillator n ω) = C (ω : ℂ) * X (inl k) := by
    intro k
    simp [oscillator, pderiv_X, Pi.single_apply]
  unfold poisson D
  simp only [hz, hw]
  rw [Finset.mul_sum, Finset.mul_sum]
  refine Finset.sum_congr rfl fun j _ => ?_
  rw [map_neg, map_mul]
  ring

/-- Removal of odd terms: if `ω ≠ 0`, each homogeneous perturbation `F` of odd degree `d` is
cancelled at first order, `F + {H₀, G} = 0`, by exactly one homogeneous `G` of degree `d`. -/
theorem odd_term_removable {ω : ℝ} (hω : ω ≠ 0) {F : MvPolynomial (n ⊕ n) ℂ} {d : ℕ}
    (hd : Odd d) (hF : F.IsHomogeneous d) :
    ∃! G : MvPolynomial (n ⊕ n) ℂ,
      G.IsHomogeneous d ∧ F + poisson (oscillator n ω) G = 0 := by
  have ha : Complex.I * (ω : ℂ) ≠ 0 :=
    mul_ne_zero Complex.I_ne_zero (Complex.ofReal_ne_zero.mpr hω)
  have hC : (C (Complex.I * (ω : ℂ)) : MvPolynomial (n ⊕ n) ℂ)
      * C (Complex.I * (ω : ℂ))⁻¹ = 1 := by
    rw [← C_mul, mul_inv_cancel₀ ha, C_1]
  -- rescale `F` by `-1/(iω)` and solve `D G = F'`
  have hF' : (-(C (Complex.I * (ω : ℂ))⁻¹ * F)).IsHomogeneous d := by
    intro m hm
    apply hF
    intro h0
    exact hm (by rw [coeff_neg, coeff_C_mul, h0, mul_zero, neg_zero])
  obtain ⟨G, ⟨hG, hDG⟩, huniq⟩ := existsUnique_of_odd hd hF'
  refine ⟨G, ⟨hG, ?_⟩, ?_⟩
  · rw [poisson_oscillator]
    linear_combination C (Complex.I * (ω : ℂ)) * hDG - F * hC
  · rintro G' ⟨hG', h⟩
    rw [poisson_oscillator] at h
    refine huniq G' ⟨hG', ?_⟩
    linear_combination C (Complex.I * (ω : ℂ))⁻¹ * h - D G' * hC

/-- The position `q_j = (z_j + w_j)/√2` of one of two modes. -/
def position (j : Fin 2) : MvPolynomial (Fin 2 ⊕ Fin 2) ℂ :=
  C ((√2 : ℝ) : ℂ)⁻¹ * (X (inl j) + X (inr j))

/-- The Hénon-Heiles cubic term `g (q₀² q₁ - q₁³/3)` with coupling `g`. -/
def henonHeiles (g : ℝ) : MvPolynomial (Fin 2 ⊕ Fin 2) ℂ :=
  C (g : ℂ) * (position 0 ^ 2 * position 1 - C (1 / 3) * position 1 ^ 3)

/-- For `ω ≠ 0` the Hénon-Heiles cubic term is cancelled at first order by exactly one
homogeneous cubic generator. -/
theorem henonHeiles_removable {ω : ℝ} (hω : ω ≠ 0) (g : ℝ) :
    ∃! G : MvPolynomial (Fin 2 ⊕ Fin 2) ℂ,
      G.IsHomogeneous 3 ∧ henonHeiles g + poisson (oscillator (Fin 2) ω) G = 0 := by
  have hq : ∀ j, (position j).IsHomogeneous 1 := fun j =>
    (isHomogeneous_C _ _).mul ((isHomogeneous_X _ _).add (isHomogeneous_X _ _))
  have h1 : (position 0 ^ 2 * position 1).IsHomogeneous 3 := ((hq 0).pow 2).mul (hq 1)
  have h2 : (C (1 / 3) * position 1 ^ 3).IsHomogeneous 3 :=
    (isHomogeneous_C _ _).mul ((hq 1).pow 3)
  have h3 : (henonHeiles g).IsHomogeneous 3 := (isHomogeneous_C _ _).mul (h1.sub h2)
  exact odd_term_removable hω (by decide) h3

end

end EqualFrequencyNormalForm
```

```lean
#print axioms EqualFrequencyNormalForm.even_degree_obstruction
#print axioms EqualFrequencyNormalForm.odd_term_removable
#print axioms EqualFrequencyNormalForm.henonHeiles_removable
```

```
'EqualFrequencyNormalForm.even_degree_obstruction' depends on axioms: [propext, Classical.choice, Quot.sound]
'EqualFrequencyNormalForm.odd_term_removable' depends on axioms: [propext, Classical.choice, Quot.sound]
'EqualFrequencyNormalForm.henonHeiles_removable' depends on axioms: [propext, Classical.choice, Quot.sound]
```

## Reach of the theorems and a 1:2 resonance

In the file, a phase-space function is an `MvPolynomial (n ⊕ n) ℂ`, where `n` is a finite set of modes. The variable `X (inl j)` is z_j and `X (inr j)` is w_j. `F.IsHomogeneous d` says that every monomial present in F has total degree d, so the zero polynomial qualifies for every d. The sign and factor of the bracket are fixed by the definition `poisson`, and ω is a real number.

`odd_term_removable` says that for ω ≠ 0, odd d and homogeneous F of degree d, there is exactly one G that is homogeneous of degree d and satisfies F + {H₀, G} = 0. Uniqueness holds within that degree only: adding z_j w_j to G leaves the bracket unchanged. `henonHeiles_removable` is the case of two modes and degree three, for any real coupling g.

In even degree, `solvable_iff` still decides which F can be treated, and `even_degree_obstruction` shows that (z_j w_j)^k is never of the form D G.

The single frequency matters. With ω₀ = 1 and ω₁ = 2, the bracket with H₀ = z₀ w₀ + 2 z₁ w₁ multiplies the coefficient of z₀² w₁ by i(2·1 − 2) = 0, so this cubic term can't be removed. Nonzero frequencies alone are therefore not enough.

The theorems concern exact complex coefficients and the first-order equation. They don't construct the canonical transformation, bound the O(ε²) remainder or treat the higher-degree terms that the transformation creates. They also say nothing about convergence of the normal form, rounding in a floating-point implementation or the quantum Hamiltonian with its operator ordering.
